# A unitary that commutes with H and anticommutes with V carries H + xV into H − xV

The Hamiltonian here is `H + x V`, where the real number `x` is a phonon amplitude and `V` is the coupling linear in it. All operators are complex square matrices over a finite index set, and neither `H` nor `V` is assumed Hermitian. The lemma takes a unitary `S` that commutes with `H` and anticommutes with `V`, and states that S(H + xV) = (H − xV)S, so that conjugation by `S` reverses the sign of the amplitude. The attempt proves this with a single `simp only` call, which is meant to expand both sides, move `S` to the right of `H` and `V`, and bring the signs and scalars to the same form.

The failing Lean file:

```lean
import Mathlib

open Matrix
open scoped ComplexOrder

namespace TranslateDisplaced

noncomputable section

variable {n : Type*}

/-- The Hamiltonian `H + x V` at real phonon amplitude `x`, with linear coupling `V`. -/
def displaced (H V : Matrix n n ℂ) (x : ℝ) : Matrix n n ℂ := H + (x : ℂ) • V

variable [Fintype n]

variable [DecidableEq n]

/-- The translation `S` is unitary, commutes with the Hamiltonian `H` and reverses the sign
of the phonon coupling `V`. -/
structure PhononReversing (S H V : Matrix n n ℂ) : Prop where
  unitary : Sᴴ * S = 1
  comm : S * H = H * S
  anti : S * V = -(V * S)

variable {S H V : Matrix n n ℂ}

/-- A phonon-reversing translation carries the Hamiltonian at amplitude `x` into the one at
amplitude `-x`. -/
theorem translate_displaced (h : PhononReversing S H V) (x : ℝ) :
    S * displaced H V x = displaced H V (-x) * S := by
  simp only [displaced, Matrix.mul_add, Matrix.add_mul, Matrix.mul_smul, Matrix.smul_mul,
    h.comm, h.anti, Complex.ofReal_neg, smul_neg, neg_smul]

end

end TranslateDisplaced
```

Lean reports:

```
Main.lean:31:52: error: unsolved goals
n : Type u_1
inst✝¹ : Fintype n
inst✝ : DecidableEq n
S H V : Matrix n n ℂ
h : PhononReversing S H V
x : ℝ
⊢ H * S + -(↑x • (V * S)) = H * S + -(↑x • V) * S
Main.lean:32:73: warning: This simp argument is unused:
  Matrix.smul_mul

Hint: Omit it from the simp argument list.
  [apply] simp only [displaced, Matrix.mul_add, Matrix.add_mul, Matrix.mul_smul, h.comm, h.anti, Complex.ofReal_neg,
    smul_neg, neg_smul]

Note: This linter can be disabled with `set_option linter.unusedSimpArgs false`
```

After these edits no error is left:

```diff
@@ -31,5 +31,5 @@
     S * displaced H V x = displaced H V (-x) * S := by
   simp only [displaced, Matrix.mul_add, Matrix.add_mul, Matrix.mul_smul, Matrix.smul_mul,
-    h.comm, h.anti, Complex.ofReal_neg, smul_neg, neg_smul]
+    h.comm, h.anti, Complex.ofReal_neg, smul_neg, neg_smul, Matrix.neg_mul]
 
 end
```

What went wrong. The error shows the goal that `simp only` left behind. The two sides agree except in the last term, which is `-(↑x • (V * S))` on the left and `-(↑x • V) * S` on the right. The latter means the negated matrix `-(↑x • V)` times `S`.

On the right, `neg_smul` had turned `(-↑x) • V` into `-(↑x • V)`. The left factor of the product was then a negation and not a scalar multiple, so `Matrix.smul_mul` did not match, and no lemma in the list moved a minus sign out of a left factor. This is also why the warning reports `Matrix.smul_mul` as unused. Following the hint and deleting it would not have closed the goal.

The repair adds `Matrix.neg_mul`, which rewrites `-(↑x • V) * S` as `-((↑x • V) * S)`. Now `Matrix.smul_mul` applies and gives `-(↑x • (V * S))`, so the two sides are identical and the goal closes.
